# Unequal counter-propagating circular waves of opposite helicity: uniform chirality, strongest relative to intensity at the nodes

## Fields and conventions

A circularly polarised wave of wavenumber $k>0$ travels along $+z$ and meets a weaker one travelling back, such as its reflection from an imperfect mirror. With $c=1$, time factor $e^{-ikt}$ and $\mathbf e=(1,i,0)/\sqrt2$, the fields are

$$\mathbf E=\mathbf e\,(a e^{ikz}-b e^{-ikz}),\qquad \mathbf B=-i\mathbf e\,(a e^{ikz}+b e^{-ikz}),$$

where $a,b$ are real amplitudes. Both waves share $\mathbf e$ but travel oppositely, so their helicities are opposite. The chirality, without its constant prefactor, is $C=-\mathrm{Im}(\mathbf E^*\cdot\mathbf B)$.

For $a=1$, $b=r$ and $0\le r<1$, the claim is that $C=1-r^2$ everywhere and that $C/|\mathbf E|^2$, relative to its value for the forward wave alone, is at most $(1+r)/(1-r)$. For $r>0$ this value is reached exactly at the nodes $z=n\pi/k$, with $n$ an integer. "Node" here means a minimum of $|\mathbf E|^2$; the field does not vanish there.

## Chirality and intensity by hand

Since $\mathbf e^*\cdot\mathbf e=1$, only scalar amplitudes remain:

$$\mathbf E^*\cdot\mathbf B=-i(ae^{-ikz}-be^{ikz})(ae^{ikz}+be^{-ikz})=-i(a^2-b^2)-2ab\sin 2kz.$$

Hence $C=a^2-b^2$. Similarly,

$$|\mathbf E|^2=a^2+b^2-2ab\cos 2kz=(a-b)^2+4ab\sin^2 kz.$$

Either wave alone has $C/|\mathbf E|^2=\pm1$, with $+1$ for the forward one. The enhancement is therefore

$$\frac{1-r^2}{(1-r)^2+4r\sin^2kz}\le\frac{1-r^2}{(1-r)^2}=\frac{1+r}{1-r},$$

with equality exactly when $r\sin^2kz=0$.

For $r=1/2$, $C=3/4$. At a node $|\mathbf E|^2=1/4$ and the enhancement is $3$; midway between nodes $|\mathbf E|^2=9/4$ and it is $1/3$.

Without $0\le r$ the bound can fail. For $r=-1/2$ it would be $1/3$, yet at $kz=\pi/2$ the enhancement is $(3/4)/(1/4)=3$: the sign change has moved the intensity minima.

## From fields to molecules

Tang and Cohen's enhancement concerns the dissymmetry of a molecule's absorption; the theorems below concern the field ratio alone. For a small, randomly oriented molecule whose magnetic absorption is negligible beside its electric absorption, a perturbative quantum treatment gives the field ratio, up to a constant, as the field's factor in the dissymmetry; here the field consists of classical monochromatic plane waves only. At a node this condition fails as $r\to1$ if the molecule has any magnetic absorption, since $|\mathbf E|^2=(1-r)^2$ tends to zero there while $|\mathbf B|^2=(1+r)^2$ does not. The unbounded field ratio in the last theorem is therefore not an unbounded molecular dissymmetry.

## The definitions in Lean

```lean
import Mathlib

open Matrix

namespace SuperchiralStandingWave

noncomputable section
```

Fields are vectors in `Fin 3 → ℂ`, with indices 0, 1, 2 for $x,y,z$.

```lean
/-- The circular polarization vector `e = (1, i, 0)/√2`. -/
def pol : Fin 3 → ℂ := (((Real.sqrt 2)⁻¹ : ℝ) : ℂ) • ![1, Complex.I, 0]

/-- The scalar plane wave `exp(ikz)`. -/
def wave (k z : ℝ) : ℂ := Complex.exp (((k * z : ℝ) : ℂ) * Complex.I)
```

The backward wave is `wave (-k) z`.

```lean
/-- The electric field `E = e (a exp(ikz) - b exp(-ikz))`. -/
def electric (a b k z : ℝ) : Fin 3 → ℂ :=
  ((a : ℂ) * wave k z - (b : ℂ) * wave (-k) z) • pol

/-- The magnetic field `B = -i e (a exp(ikz) + b exp(-ikz))`. -/
def magnetic (a b k z : ℝ) : Fin 3 → ℂ :=
  (-Complex.I * ((a : ℂ) * wave k z + (b : ℂ) * wave (-k) z)) • pol
```

In the next two definitions `star` conjugates the first factor of the dot product. The name `intensity` means $|\mathbf E|^2$, not energy flux.

```lean
/-- The optical chirality `-Im(E* · B)`, up to a constant prefactor. -/
def chirality (E B : Fin 3 → ℂ) : ℝ := -(star E ⬝ᵥ B).im

/-- The squared norm `E* · E` of a complex field. -/
def intensity (E : Fin 3 → ℂ) : ℝ := (star E ⬝ᵥ E).re
```

Here `dissymmetry` is the field ratio $C/|\mathbf E|^2$, and `enhancement` is a quotient of two such ratios.

```lean
/-- The ratio of chirality to electric intensity, at points where the electric field
does not vanish. -/
def dissymmetry (a b k z : ℝ) : ℝ :=
  chirality (electric a b k z) (magnetic a b k z) / intensity (electric a b k z)

/-- The dissymmetry of the waves with amplitudes `1` and `r`, relative to that of the
forward wave alone, at points where the total electric field does not vanish. -/
def enhancement (r k z : ℝ) : ℝ := dissymmetry 1 r k z / dissymmetry 1 0 k z
```

## Polarisation and Maxwell's equations

Normalisation of $\mathbf e$ gives `overlap`, which reduces every dot product to scalar amplitudes.

```lean
/-- The polarization vector is normalised: `e* · e = 1`. -/
theorem pol_unit : star pol ⬝ᵥ pol = 1 := by
  have h : (Real.sqrt 2)⁻¹ * (Real.sqrt 2)⁻¹ = 1 / 2 := by
    rw [← mul_inv, Real.mul_self_sqrt (by norm_num)]
    norm_num
  have hc : (((Real.sqrt 2)⁻¹ : ℝ) : ℂ) * (((Real.sqrt 2)⁻¹ : ℝ) : ℂ) = 1 / 2 := by
    rw [← Complex.ofReal_mul, h]
    norm_num
  simp only [dotProduct, Fin.sum_univ_three]
  change star ((((Real.sqrt 2)⁻¹ : ℝ) : ℂ) * 1) * ((((Real.sqrt 2)⁻¹ : ℝ) : ℂ) * 1)
    + star ((((Real.sqrt 2)⁻¹ : ℝ) : ℂ) * Complex.I)
      * ((((Real.sqrt 2)⁻¹ : ℝ) : ℂ) * Complex.I)
    + star ((((Real.sqrt 2)⁻¹ : ℝ) : ℂ) * 0) * ((((Real.sqrt 2)⁻¹ : ℝ) : ℂ) * 0) = 1
  simp only [Complex.star_def, map_mul, map_one, map_zero, Complex.conj_ofReal,
    Complex.conj_I]
  linear_combination 2 * hc - (((Real.sqrt 2)⁻¹ : ℝ) : ℂ) ^ 2 * Complex.I_sq

private lemma overlap (c d : ℂ) : star (c • pol) ⬝ᵥ (d • pol) = star c * d := by
  rw [star_smul, smul_dotProduct, dotProduct_smul, pol_unit]
  simp only [smul_eq_mul, mul_one]
```

The next lemmas supply $\cos kz$, $\sin kz$ and the derivative $ik\,e^{ikz}$.

```lean
private lemma wave_re (k z : ℝ) : (wave k z).re = Real.cos (k * z) :=
  Complex.exp_ofReal_mul_I_re _

private lemma wave_im (k z : ℝ) : (wave k z).im = Real.sin (k * z) :=
  Complex.exp_ofReal_mul_I_im _

private lemma wave_deriv (k z : ℝ) :
    HasDerivAt (wave k) ((k : ℂ) * Complex.I * wave k z) z := by
  have h : HasDerivAt (fun y : ℝ => ((k * y : ℝ) : ℂ) * Complex.I)
      ((k : ℂ) * Complex.I) z := by
    have h1 := (((hasDerivAt_id z).const_mul k).ofReal_comp).mul_const Complex.I
    simpa using h1
  exact h.cexp.congr_deriv (by unfold wave; ring)
```

For fields depending on $z$ only, the curl is $(-\partial_zE_y,\partial_zE_x,0)$. Differentiation exchanges the sum and difference of the two waves, and $e_y=ie_x$ then gives all four component equations.

```lean
/-- The fields obey the Maxwell curl equations `∇ × E = ikB` and `∇ × B = -ikE`
(units with `c = 1`), written in `x` and `y` components for fields depending on `z` only. -/
theorem maxwell_curl (a b k z : ℝ) :
    HasDerivAt (fun y => electric a b k y 1) (-(Complex.I * k * magnetic a b k z 0)) z ∧
    HasDerivAt (fun y => electric a b k y 0) (Complex.I * k * magnetic a b k z 1) z ∧
    HasDerivAt (fun y => magnetic a b k y 1) (Complex.I * k * electric a b k z 0) z ∧
    HasDerivAt (fun y => magnetic a b k y 0) (-(Complex.I * k * electric a b k z 1)) z := by
  have hp : pol 1 = pol 0 * Complex.I := by simp [pol]
  have h1 := (wave_deriv k z).const_mul (a : ℂ)
  have h2 := (wave_deriv (-k) z).const_mul (b : ℂ)
  have hP := h1.fun_sub h2
  have hQ := (h1.fun_add h2).const_mul (-Complex.I)
  refine ⟨(hP.mul_const (pol 1)).congr_deriv ?_, (hP.mul_const (pol 0)).congr_deriv ?_,
    (hQ.mul_const (pol 1)).congr_deriv ?_, (hQ.mul_const (pol 0)).congr_deriv ?_⟩ <;>
    simp only [electric, magnetic, Pi.smul_apply, smul_eq_mul, hp, Complex.ofReal_neg]
  · ring
  · linear_combination (Complex.I * k * (a * wave k z + b * wave (-k) z) * pol 0)
      * Complex.I_sq
  · linear_combination (-(Complex.I * k * (a * wave k z - b * wave (-k) z) * pol 0))
      * Complex.I_sq
  · ring
```

## Uniform chirality, modulated intensity

Both proofs expand into real and imaginary parts and finish with $\sin^2+\cos^2=1$. They hold for all real $a,b,k,z$.

```lean
/-- The chirality of the two superposed waves is `a² - b²` at every position. -/
theorem chirality_uniform (a b k z : ℝ) :
    chirality (electric a b k z) (magnetic a b k z) = a ^ 2 - b ^ 2 := by
  rw [chirality, electric, magnetic, overlap]
  simp only [Complex.star_def, Complex.mul_re, Complex.mul_im, Complex.sub_re,
    Complex.sub_im, Complex.add_re, Complex.add_im, Complex.neg_re, Complex.neg_im,
    Complex.conj_re, Complex.conj_im, Complex.ofReal_re, Complex.ofReal_im,
    Complex.I_re, Complex.I_im, wave_re, wave_im, neg_mul, Real.cos_neg, Real.sin_neg]
  linear_combination (a ^ 2 - b ^ 2) * Real.sin_sq_add_cos_sq (k * z)

/-- The electric intensity is modulated in space as `(a - b)² + 4ab sin²(kz)`. -/
theorem intensity_modulated (a b k z : ℝ) :
    intensity (electric a b k z) = (a - b) ^ 2 + 4 * a * b * Real.sin (k * z) ^ 2 := by
  rw [intensity, electric, overlap]
  simp only [Complex.star_def, Complex.mul_re, Complex.mul_im, Complex.sub_re,
    Complex.sub_im, Complex.conj_re, Complex.conj_im, Complex.ofReal_re,
    Complex.ofReal_im, wave_re, wave_im, neg_mul, Real.cos_neg, Real.sin_neg]
  linear_combination (a - b) ^ 2 * Real.sin_sq_add_cos_sq (k * z)
```

Setting one amplitude to zero gives the two signs of helicity.

```lean
/-- Taken alone with non-zero amplitude, the forward wave has dissymmetry `+1` and the
backward wave has dissymmetry `-1`. -/
theorem opposite_helicity {a b : ℝ} (ha : a ≠ 0) (hb : b ≠ 0) (k z : ℝ) :
    dissymmetry a 0 k z = 1 ∧ dissymmetry 0 b k z = -1 := by
  constructor
  · rw [dissymmetry, chirality_uniform, intensity_modulated]
    simp [ha]
  · rw [dissymmetry, chirality_uniform, intensity_modulated]
    simp [hb]
```

## The bound and where it is reached

The forward wave's ratio is $1$, so the enhancement takes the form found above.

```lean
/-- The enhancement at position `z` is `(1 - r²) / ((1 - r)² + 4r sin²(kz))`. -/
theorem enhancement_eq (r k z : ℝ) :
    enhancement r k z = (1 - r ^ 2) / ((1 - r) ^ 2 + 4 * r * Real.sin (k * z) ^ 2) := by
  rw [enhancement, (opposite_helicity one_ne_zero one_ne_zero k z).1, div_one,
    dissymmetry, chirality_uniform, intensity_modulated]
  simp only [one_pow, mul_one]
```

In the main theorem, positive denominators permit cross-multiplication. The two sides then differ by $4r(1+r)\sin^2kz\ge0$, which proves the bound. Equality makes this term vanish, so $r=0$ or $\sin kz=0$; the latter gives $z=n\pi/k$.

```lean
/-- For `0 ≤ r < 1` and `k > 0` the chirality is `1 - r²` everywhere, and the enhancement
is at most `(1 + r)/(1 - r)`, with equality exactly at the nodes `z = nπ/k`, or everywhere
if `r = 0`. -/
theorem tang_cohen_enhancement {r k : ℝ} (hr0 : 0 ≤ r) (hr1 : r < 1) (hk : 0 < k) (z : ℝ) :
    chirality (electric 1 r k z) (magnetic 1 r k z) = 1 - r ^ 2 ∧
    enhancement r k z ≤ (1 + r) / (1 - r) ∧
    (enhancement r k z = (1 + r) / (1 - r) ↔ r = 0 ∨ ∃ n : ℤ, z = n * Real.pi / k) := by
  have h1 : 0 < 1 - r := by linarith
  have hs : 0 ≤ r * Real.sin (k * z) ^ 2 := mul_nonneg hr0 (sq_nonneg _)
  have hd : 0 < (1 - r) ^ 2 + 4 * r * Real.sin (k * z) ^ 2 := by
    have h2 := pow_pos h1 2
    linarith
  refine ⟨by rw [chirality_uniform, one_pow], ?_, ?_⟩
  · rw [enhancement_eq, div_le_div_iff₀ hd h1]
    nlinarith [mul_nonneg hs (by linarith : (0 : ℝ) ≤ 1 + r)]
  · rw [enhancement_eq, div_eq_div_iff hd.ne' h1.ne']
    constructor
    · intro h
      -- equality forces the modulated part of the intensity to vanish
      have h3 : (1 + r) * (r * Real.sin (k * z) ^ 2) = 0 := by
        linear_combination (-1 / 4) * h
      have h4 : r * Real.sin (k * z) ^ 2 = 0 :=
        (mul_eq_zero.mp h3).resolve_left (by linarith)
      rcases mul_eq_zero.mp h4 with h5 | h5
      · exact Or.inl h5
      · obtain ⟨n, hn⟩ := Real.sin_eq_zero_iff.mp (pow_eq_zero_iff two_ne_zero |>.mp h5)
        refine Or.inr ⟨n, ?_⟩
        rw [eq_div_iff hk.ne']
        linear_combination -hn
    · rintro (h | ⟨n, h⟩)
      · rw [h]
        ring
      · have h6 : k * z = n * Real.pi := by
          rw [h, mul_div_cancel₀ _ hk.ne']
        rw [h6, Real.sin_int_mul_pi]
        ring
```

The last theorem takes $r=M/(M+1)$ for a given $M>0$. At $z=0$ the enhancement is then $2M+1>M$. The proof uses the equivalent relation $M(1-r)=r$, from which $M(1-r)^2=r(1-r)<1-r^2$.

```lean
/-- The enhancement at the node `z = 0` exceeds any given positive number `M` for a
suitable amplitude `0 ≤ r < 1`. -/
theorem enhancement_unbounded (k : ℝ) {M : ℝ} (hM : 0 < M) :
    ∃ r : ℝ, 0 ≤ r ∧ r < 1 ∧ M < enhancement r k 0 := by
  have ht : 0 < (M + 1)⁻¹ := by positivity
  have ht1 : (M + 1) * (M + 1)⁻¹ = 1 := mul_inv_cancel₀ (by positivity)
  -- choose r so that M (1 - r) = r
  obtain ⟨r, h0, h1, hq⟩ : ∃ r : ℝ, 0 ≤ r ∧ r < 1 ∧ M * (1 - r) = r :=
    ⟨1 - (M + 1)⁻¹, by nlinarith [mul_pos hM ht], by linarith,
      by linear_combination ht1⟩
  refine ⟨r, h0, h1, ?_⟩
  have hpos : 0 < (1 - r) ^ 2 + 4 * r * (0 : ℝ) ^ 2 := by
    have h2 := pow_pos (sub_pos.mpr h1) 2
    linarith
  rw [enhancement_eq, mul_zero, Real.sin_zero, lt_div_iff₀ hpos]
  have h3 : M * ((1 - r) ^ 2 + 4 * r * (0 : ℝ) ^ 2) = r * (1 - r) := by
    linear_combination (1 - r) * hq
  rw [h3]
  nlinarith

end

end SuperchiralStandingWave
```

```lean
#print axioms SuperchiralStandingWave.maxwell_curl
-- 'SuperchiralStandingWave.maxwell_curl' depends on axioms: [propext, Classical.choice, Quot.sound]
#print axioms SuperchiralStandingWave.chirality_uniform
-- 'SuperchiralStandingWave.chirality_uniform' depends on axioms: [propext, Classical.choice, Quot.sound]
#print axioms SuperchiralStandingWave.tang_cohen_enhancement
-- 'SuperchiralStandingWave.tang_cohen_enhancement' depends on axioms: [propext, Classical.choice, Quot.sound]
#print axioms SuperchiralStandingWave.enhancement_unbounded
-- 'SuperchiralStandingWave.enhancement_unbounded' depends on axioms: [propext, Classical.choice, Quot.sound]
```
